# Berry curvature of normalised states from overlaps on small triangles

Let $u(x,y)\in\mathbb C^n$ have unit norm everywhere and be differentiable at the origin. With $u_0=u(0,0)$, $u_1=u(t,0)$ and $u_2=u(0,t)$,

$$\frac{\operatorname{Im}\big(\langle u_0,u_1\rangle\langle u_1,u_2\rangle\langle u_2,u_0\rangle\big)}{t^2}\;\longrightarrow\;\operatorname{Im}\langle\partial_xu,\partial_yu\rangle\big|_{(0,0)}\qquad(t\to0,\ t\neq0).$$

For smooth $u$, with Berry connection $A_j=i\langle u,\partial_ju\rangle$, the limit is $-\tfrac12(\partial_xA_y-\partial_yA_x)$. In electronic structure, let $u$ hold the coefficients of the cell-periodic part of a Bloch state in an orthonormal basis that does not depend on $k$. The limit then relates overlaps on a fine $k$-mesh to the Berry curvature of a single isolated band; the theorem gives the limit but no error estimate at finite spacing.

## States, overlaps and the geometric tensor

```lean
import Mathlib

open Filter Topology
open scoped InnerProductSpace

namespace CurvatureFromTriangles

noncomputable section

variable {E : Type*} [NormedAddCommGroup E] [InnerProductSpace ℂ E]
```

States live in `E`, a complex inner-product space of any dimension. The product `⟪a, b⟫_ℂ` is conjugate-linear in its first entry, like $\langle a|b\rangle$.

```lean
/-- The Bargmann invariant of three states: the cyclic product of their overlaps. -/
def bargmann (a b c : E) : ℂ := ⟪a, b⟫_ℂ * ⟪b, c⟫_ℂ * ⟪c, a⟫_ℂ
```

This defines $B(a,b,c)=\langle a,b\rangle\langle b,c\rangle\langle c,a\rangle$.

```lean
/-- For normalised `ψ`, the quantum geometric tensor at `ψ`, evaluated on two displacements `a` and
`b`. -/
def geometricTensor (ψ a b : E) : ℂ := ⟪a, b⟫_ℂ - ⟪a, ψ⟫_ℂ * ⟪ψ, b⟫_ℂ
```

This is $Q_\psi(a,b)=\langle a,b\rangle-\langle a,\psi\rangle\langle\psi,b\rangle$. For normalised $\psi$ it is the overlap of $a$ and $b$ after their components along $\psi$ are removed.

```lean
/-- The spin-1/2 state with polar angle `θ` and azimuth `φ`, built on the basis states `e`, `f`. -/
def blochState (e f : E) (θ φ : ℝ) : E :=
  ((Real.cos (θ / 2) : ℝ) : ℂ) • e +
    (Complex.exp ((φ : ℂ) * Complex.I) * ((Real.sin (θ / 2) : ℝ) : ℂ)) • f
```

For orthonormal $e$ and $f$, the normalised spinor is $\cos\frac\theta2\,e+e^{i\phi}\sin\frac\theta2\,f$. The name `blochState` refers to the Bloch sphere, not to the Bloch states of a crystal. The annotations `: ℂ` turn real numbers into complex ones.

## Phase invariance and an exact splitting

```lean
/-- The Bargmann invariant is unchanged when each state is multiplied by its own phase. -/
theorem bargmann_gauge (a b c : E) {x y z : ℂ} (hx : ‖x‖ = 1) (hy : ‖y‖ = 1) (hz : ‖z‖ = 1) :
    bargmann (x • a) (y • b) (z • c) = bargmann a b c := by
  have h : ∀ w : ℂ, ‖w‖ = 1 → starRingEnd ℂ w * w = 1 := by
    intro w hw
    rw [Complex.conj_mul', hw]
    simp
  simp only [bargmann, inner_smul_left, inner_smul_right]
  linear_combination
    (starRingEnd ℂ y * y * (starRingEnd ℂ z * z) * (⟪a, b⟫_ℂ * ⟪b, c⟫_ℂ * ⟪c, a⟫_ℂ)) * h x hx +
    (starRingEnd ℂ z * z * (⟪a, b⟫_ℂ * ⟪b, c⟫_ℂ * ⟪c, a⟫_ℂ)) * h y hy +
    (⟪a, b⟫_ℂ * ⟪b, c⟫_ℂ * ⟪c, a⟫_ℂ) * h z hz
```

In a Lean theorem the hypotheses stand before the last top-level colon, the conclusion after it, and the proof after `:= by`. Here each state occurs once as a bra and once as a ket, so the phases enter as $\bar xx\,\bar yy\,\bar zz=1$. The tactic `linear_combination` combines these three identities. Arbitrary phases from a diagonalisation routine therefore do not affect $B$.

```lean
/-- The Bargmann invariant is a product of two squared overlap moduli plus a multiple of the
geometric tensor. -/
theorem bargmann_split (ψ a b : E) :
    bargmann ψ a b = ((‖⟪ψ, a⟫_ℂ‖ ^ 2 * ‖⟪ψ, b⟫_ℂ‖ ^ 2 : ℝ) : ℂ) +
      ⟪ψ, a⟫_ℂ * ⟪b, ψ⟫_ℂ * geometricTensor ψ a b := by
  have h : ∀ x : E, ((‖⟪ψ, x⟫_ℂ‖ : ℝ) : ℂ) ^ 2 = ⟪ψ, x⟫_ℂ * ⟪x, ψ⟫_ℂ := by
    intro x
    rw [← inner_conj_symm x ψ, Complex.mul_conj']
  rw [Complex.ofReal_mul, Complex.ofReal_pow, Complex.ofReal_pow, h a, h b]
  unfold bargmann geometricTensor
  ring
```

Insert $\langle a,b\rangle=Q_\psi(a,b)+\langle a,\psi\rangle\langle\psi,b\rangle$ into $B(\psi,a,b)=\langle\psi,a\rangle\langle a,b\rangle\langle b,\psi\rangle$:

$$B(\psi,a,b)=|\langle\psi,a\rangle|^2|\langle\psi,b\rangle|^2+\langle\psi,a\rangle\langle b,\psi\rangle\,Q_\psi(a,b).$$

In the proof, `h` writes each squared modulus as a product of overlaps, and `ring` checks the algebra.

```lean
/-- Adding multiples of the normalised state `ψ` to the displacements leaves the geometric tensor
at `ψ` unchanged. -/
theorem geometricTensor_gauge {ψ : E} (hψ : ‖ψ‖ = 1) (a b : E) (x y : ℂ) :
    geometricTensor ψ (a + x • ψ) (b + y • ψ) = geometricTensor ψ a b := by
  have h : ⟪ψ, ψ⟫_ℂ = 1 := by
    rw [inner_self_eq_norm_sq_to_K, hψ]
    simp
  simp only [geometricTensor, inner_add_left, inner_add_right, inner_smul_left,
    inner_smul_right, h]
  ring
```

Since $\langle\psi,\psi\rangle=1$, the left side is

$$\langle a,b\rangle+y\langle a,\psi\rangle+\bar x\langle\psi,b\rangle+\bar xy-(\langle a,\psi\rangle+\bar x)(\langle\psi,b\rangle+y)=Q_\psi(a,b).$$

## The limit along two curves

```lean
/-- For two curves of states leaving the normalised state `ψ` with velocities `a` and `b`, the
Bargmann invariant minus the product of the squared moduli of the curves' overlaps with `ψ`, divided
by `t ^ 2`, tends to the geometric tensor at `ψ` on `a` and `b`. -/
theorem tendsto_geometricTensor {ψ a b : E} {c d : ℝ → E} (hψ : ‖ψ‖ = 1)
    (hc0 : c 0 = ψ) (hd0 : d 0 = ψ) (hc : HasDerivAt c a 0) (hd : HasDerivAt d b 0) :
    Tendsto (fun t : ℝ => (bargmann ψ (c t) (d t) -
        ((‖⟪ψ, c t⟫_ℂ‖ ^ 2 * ‖⟪ψ, d t⟫_ℂ‖ ^ 2 : ℝ) : ℂ)) / (t : ℂ) ^ 2)
      (𝓝[≠] 0) (𝓝 (geometricTensor ψ a b)) := by
  have h1 : ⟪ψ, ψ⟫_ℂ = 1 := by
    rw [inner_self_eq_norm_sq_to_K, hψ]
    simp
  have hct : Tendsto c (𝓝[≠] 0) (𝓝 ψ) := by
    have h := hc.continuousAt.tendsto
    rw [hc0] at h
    exact h.mono_left nhdsWithin_le_nhds
  have hdt : Tendsto d (𝓝[≠] 0) (𝓝 ψ) := by
    have h := hd.continuousAt.tendsto
    rw [hd0] at h
    exact h.mono_left nhdsWithin_le_nhds
  -- the difference quotients tend to the velocities
  have hcs : Tendsto (fun t : ℝ => t⁻¹ • (c t - ψ)) (𝓝[≠] 0) (𝓝 a) := by
    simpa only [zero_add, hc0] using hc.tendsto_slope_zero
  have hds : Tendsto (fun t : ℝ => t⁻¹ • (d t - ψ)) (𝓝[≠] 0) (𝓝 b) := by
    simpa only [zero_add, hd0] using hd.tendsto_slope_zero
  have hin : ∀ {f g : ℝ → E} {x y : E}, Tendsto f (𝓝[≠] 0) (𝓝 x) →
      Tendsto g (𝓝[≠] 0) (𝓝 y) → Tendsto (fun t => ⟪f t, g t⟫_ℂ) (𝓝[≠] 0) (𝓝 ⟪x, y⟫_ℂ) :=
    fun hf hg => hf.inner hg
  have hlim := ((hin (tendsto_const_nhds (x := ψ)) hct).mul
    (hin hdt (tendsto_const_nhds (x := ψ)))).mul
    ((hin hcs hds).sub ((hin hcs (tendsto_const_nhds (x := ψ))).mul
      (hin (tendsto_const_nhds (x := ψ)) hds)))
  rw [h1, one_mul, one_mul] at hlim
  refine hlim.congr fun t => ?_
  have hr : ∀ x : E, t⁻¹ • x = ((t⁻¹ : ℝ) : ℂ) • x := fun x => (Complex.coe_smul t⁻¹ x).symm
  -- displacements from `ψ` carry the same geometric tensor as the states themselves
  have hg := geometricTensor_gauge hψ (c t) (d t) (-1) (-1)
  simp only [neg_smul, one_smul, ← sub_eq_add_neg] at hg
  rw [bargmann_split, add_sub_cancel_left, ← hg, hr, hr]
  simp only [geometricTensor, inner_smul_left, inner_smul_right, Complex.conj_ofReal,
    Complex.ofReal_inv, map_inv₀]
  ring
```

`HasDerivAt c a 0` says $c'(0)=a$, and `𝓝[≠] 0` means that $t$ approaches zero through nonzero values of either sign. Let $F(t)=|\langle\psi,c(t)\rangle|^2|\langle\psi,d(t)\rangle|^2$. The splitting, followed by the previous theorem with $x=y=-1$, gives

$$\frac{B(\psi,c(t),d(t))-F(t)}{t^2}=\langle\psi,c(t)\rangle\langle d(t),\psi\rangle\,Q_\psi\!\left(\frac{c(t)-\psi}{t},\frac{d(t)-\psi}{t}\right).$$

The two prefactors tend to 1 and the difference quotients to $a$ and $b$ (`hcs`, `hds`), so the limit is $Q_\psi(a,b)$. `hlim` assembles the limit of the right side; `hlim.congr` transfers it to the left.

```lean
/-- For a curve of normalised states, the overlap of the state at parameter 0 with the velocity
there has no real part. -/
theorem re_inner_velocity {c : ℝ → E} {a : E} (hn : ∀ t, ‖c t‖ = 1) (hc : HasDerivAt c a 0) :
    (⟪c 0, a⟫_ℂ).re = 0 := by
  have h := HasDerivAt.inner ℂ hc hc
  have hconst : (fun t => ⟪c t, c t⟫_ℂ) = fun _ => (1 : ℂ) := by
    funext t
    rw [inner_self_eq_norm_sq_to_K, hn t]
    simp
  rw [hconst] at h
  have h0 := congrArg Complex.re (h.unique (hasDerivAt_const (0 : ℝ) (1 : ℂ)))
  rw [← inner_conj_symm a (c 0)] at h0
  simp only [Complex.add_re, Complex.conj_re, Complex.zero_re] at h0
  linarith
```

Differentiating $\langle c,c\rangle=1$ at zero gives $\langle c(0),a\rangle+\langle a,c(0)\rangle=2\operatorname{Re}\langle c(0),a\rangle=0$. In Lean, `h.unique` equates the product-rule derivative with the derivative of a constant.

```lean
/-- For two curves of normalised states with a common starting point, the imaginary part of the
Bargmann invariant over `t ^ 2` tends to the imaginary part of the overlap of the velocities. -/
theorem tendsto_curvature_curves {c d : ℝ → E} {a b : E} (hcn : ∀ t, ‖c t‖ = 1)
    (hdn : ∀ t, ‖d t‖ = 1) (h0 : d 0 = c 0) (hc : HasDerivAt c a 0) (hd : HasDerivAt d b 0) :
    Tendsto (fun t : ℝ => (bargmann (c 0) (c t) (d t)).im / t ^ 2)
      (𝓝[≠] 0) (𝓝 (⟪a, b⟫_ℂ).im) := by
  have ha := re_inner_velocity hcn hc
  have hb := re_inner_velocity hdn hd
  rw [h0] at hb
  -- the subtracted term of the geometric tensor is real
  have hq : (geometricTensor (c 0) a b).im = (⟪a, b⟫_ℂ).im := by
    rw [geometricTensor, ← inner_conj_symm a (c 0)]
    simp only [Complex.sub_im, Complex.mul_im, Complex.conj_re, Complex.conj_im, ha, hb]
    ring
  have h := (Complex.continuous_im.tendsto _).comp
    (tendsto_geometricTensor (hcn 0) rfl h0 hc hd)
  rw [hq] at h
  refine h.congr fun t => ?_
  simp only [Function.comp_apply]
  rw [← Complex.ofReal_pow, Complex.div_ofReal_im, Complex.sub_im, Complex.ofReal_im, sub_zero]
```

Put $\psi=c(0)=d(0)$. Both $\langle a,\psi\rangle$ and $\langle\psi,b\rangle$ are purely imaginary, so their product is real and $\operatorname{Im}Q_\psi(a,b)=\operatorname{Im}\langle a,b\rangle$ (`hq`). As $F$ is real too, taking imaginary parts of the previous limit proves the claim.

## From curves to parameter space

```lean
/-- Curvature from small triangles: for normalised states `u` differentiable at `x`, the imaginary
part of the Bargmann invariant of the triangle `x`, `x + t v`, `x + t w`, over `t ^ 2`, tends to
the imaginary part of the overlap of the derivatives of `u` along `v` and `w`. -/
theorem tendsto_curvature {V : Type*} [NormedAddCommGroup V] [NormedSpace ℝ V] {u : V → E}
    {D : V →L[ℝ] E} {x : V} (hn : ∀ y, ‖u y‖ = 1) (hD : HasFDerivAt u D x) (v w : V) :
    Tendsto (fun t : ℝ => (bargmann (u x) (u (x + t • v)) (u (x + t • w))).im / t ^ 2)
      (𝓝[≠] 0) (𝓝 (⟪D v, D w⟫_ℂ).im) := by
  have hv : HasDerivAt (fun t : ℝ => u (x + t • v)) (D v) 0 := hD.hasLineDerivAt v
  have hw : HasDerivAt (fun t : ℝ => u (x + t • w)) (D w) 0 := hD.hasLineDerivAt w
  have h := tendsto_curvature_curves (fun t => hn _) (fun t => hn _) (by simp) hv hw
  simpa only [zero_smul, add_zero] using h
```

`V` is any real normed parameter space and `D` the derivative of $u$ at $x$. Along the lines $x+tv$ and $x+tw$ the velocities are $Dv$ and $Dw$, and the result for curves applies. Differentiability is needed only at $x$.

```lean
/-- The case of two parameters and `n` components: the triangle with vertices `(0, 0)`, `(t, 0)`,
`(0, t)` gives the imaginary part of the overlap of the two partial derivatives at the origin. -/
theorem tendsto_curvature_plane {n : ℕ} {u : ℝ × ℝ → EuclideanSpace ℂ (Fin n)}
    (hn : ∀ y, ‖u y‖ = 1) (hu : DifferentiableAt ℝ u (0, 0)) :
    Tendsto (fun t : ℝ => (bargmann (u (0, 0)) (u (t, 0)) (u (0, t))).im / t ^ 2) (𝓝[≠] 0)
      (𝓝 (⟪fderiv ℝ u (0, 0) (1, 0), fderiv ℝ u (0, 0) (0, 1)⟫_ℂ).im) := by
  have h := tendsto_curvature hn hu.hasFDerivAt (1, 0) (0, 1)
  simpa only [Prod.smul_mk, Prod.mk_add_mk, smul_eq_mul, mul_one, mul_zero, zero_add,
    add_zero] using h
```

This is the opening statement: `EuclideanSpace ℂ (Fin n)` is $\mathbb C^n$, and `fderiv ℝ u (0, 0) (1, 0)` is $\partial_xu$ at the origin.

Unit norm at the origin alone would not suffice. For $n=1$ and $u(x,y)=1+x+iy$, the overlap product is $(1+t)^2(1+t^2)$. It is real, so the quotient is 0, whereas $\operatorname{Im}\langle\partial_xu,\partial_yu\rangle=\operatorname{Im}i=1$.

## The spin-½ state

```lean
/-- For the spin-1/2 state on an orthonormal pair `e`, `f`, the small triangle with sides along `θ`
and `φ` has a Bargmann invariant whose imaginary part over `t ^ 2` tends to `sin θ / 4`. -/
theorem tendsto_curvature_bloch {e f : E} (he : ‖e‖ = 1) (hf : ‖f‖ = 1) (hef : ⟪e, f⟫_ℂ = 0)
    (θ φ : ℝ) :
    Tendsto (fun t : ℝ => (bargmann (blochState e f θ φ) (blochState e f (θ + t) φ)
      (blochState e f θ (φ + t))).im / t ^ 2) (𝓝[≠] 0) (𝓝 (Real.sin θ / 4)) := by
  have hee : ⟪e, e⟫_ℂ = 1 := by
    rw [inner_self_eq_norm_sq_to_K, he]
    simp
  have hff : ⟪f, f⟫_ℂ = 1 := by
    rw [inner_self_eq_norm_sq_to_K, hf]
    simp
  have hfe : ⟪f, e⟫_ℂ = 0 := by
    rw [← inner_conj_symm, hef, map_zero]
  have hx : ∀ p : ℝ, starRingEnd ℂ (Complex.exp ((p : ℂ) * Complex.I)) *
      Complex.exp ((p : ℂ) * Complex.I) = 1 := by
    intro p
    rw [Complex.conj_mul', Complex.norm_exp_ofReal_mul_I]
    simp
  -- the spinor is normalised for all angles
  have hn : ∀ s p : ℝ, ‖blochState e f s p‖ = 1 := by
    intro s p
    have hcs : ((Real.cos (s / 2) : ℝ) : ℂ) ^ 2 + ((Real.sin (s / 2) : ℝ) : ℂ) ^ 2 = 1 := by
      rw [← Complex.ofReal_pow, ← Complex.ofReal_pow, ← Complex.ofReal_add,
        Real.cos_sq_add_sin_sq, Complex.ofReal_one]
    have h1 : ⟪blochState e f s p, blochState e f s p⟫_ℂ = 1 := by
      simp only [blochState, inner_add_left, inner_add_right, inner_smul_left, inner_smul_right,
        hee, hff, hef, hfe, map_mul, Complex.conj_ofReal]
      linear_combination ((Real.sin (s / 2) : ℝ) : ℂ) ^ 2 * hx p + hcs
    have h2 : ‖blochState e f s p‖ ^ 2 = 1 := by
      rw [← inner_self_eq_norm_sq (𝕜 := ℂ), h1]
      simp
    nlinarith [norm_nonneg (blochState e f s p)]
  -- velocities along the two angles
  have hh : HasDerivAt (fun t : ℝ => (θ + t) / 2) (1 / 2) 0 :=
    ((hasDerivAt_id' (0 : ℝ)).const_add θ).div_const 2
  have h1 := (hh.cos.ofReal_comp.smul_const e).fun_add
    ((hh.sin.ofReal_comp.const_mul (Complex.exp ((φ : ℂ) * Complex.I))).smul_const f)
  have hp := (((hasDerivAt_id' (0 : ℝ)).const_add φ).ofReal_comp.mul_const Complex.I).cexp
  have h2 := ((hp.mul_const ((Real.sin (θ / 2) : ℝ) : ℂ)).smul_const f).const_add
    (((Real.cos (θ / 2) : ℝ) : ℂ) • e)
  have key := tendsto_curvature_curves (c := fun t => blochState e f (θ + t) φ)
    (d := fun t => blochState e f θ (φ + t)) (fun t => hn _ _) (fun t => hn _ _)
    (by simp only [add_zero]) h1 h2
  simp only [add_zero] at key
  have hs : Real.sin θ = 2 * Real.sin (θ / 2) * Real.cos (θ / 2) := by
    rw [← Real.sin_two_mul]
    congr 1
    ring
  convert key using 2
  simp only [inner_add_left, inner_smul_left, inner_smul_right, hef, hff, map_mul,
    Complex.conj_ofReal, Complex.ofReal_one, one_mul, mul_zero, zero_add, mul_one]
  trans (((Real.cos (θ / 2) * (1 / 2) * Real.sin (θ / 2) : ℝ) : ℂ) * Complex.I).im
  · rw [Complex.im_ofReal_mul, Complex.I_im, hs]
    ring
  · congr 1
    simp only [Complex.ofReal_mul]
    linear_combination (-((Real.cos (θ / 2) : ℝ) : ℂ) * ((1 / 2 : ℝ) : ℂ) *
      ((Real.sin (θ / 2) : ℝ) : ℂ) * Complex.I) * hx φ

end

end CurvatureFromTriangles
```

The velocities are $\partial_\theta u=\frac12(-\sin\frac\theta2\,e+e^{i\phi}\cos\frac\theta2\,f)$ and $\partial_\phi u=ie^{i\phi}\sin\frac\theta2\,f$. Hence

$$\langle\partial_\theta u,\partial_\phi u\rangle=\tfrac i2\cos\tfrac\theta2\sin\tfrac\theta2=\tfrac i4\sin\theta.$$

The proof checks normalisation (`hn`), computes the velocities (`h1`, `h2`) and applies the theorem for curves (`key`).

At $\theta=\pi/2$, $\phi=0$, the three overlaps are

$$\cos\tfrac t2,\qquad \tfrac1{\sqrt2}\Big[\cos\big(\tfrac\pi4+\tfrac t2\big)+e^{it}\sin\big(\tfrac\pi4+\tfrac t2\big)\Big],\qquad \tfrac12(1+e^{-it}).$$

The last two multiply to a number with imaginary part $\frac12\sin t\,\sin\frac t2$, so $\operatorname{Im}B=\frac14\sin^2t$. For $t=0.1$ the quotient is $0.2492$, close to the limit $\frac14$.

```lean
#print axioms CurvatureFromTriangles.bargmann_gauge
-- 'CurvatureFromTriangles.bargmann_gauge' depends on axioms: [propext, Classical.choice, Quot.sound]
#print axioms CurvatureFromTriangles.tendsto_curvature
-- 'CurvatureFromTriangles.tendsto_curvature' depends on axioms: [propext, Classical.choice, Quot.sound]
#print axioms CurvatureFromTriangles.tendsto_curvature_plane
-- 'CurvatureFromTriangles.tendsto_curvature_plane' depends on axioms: [propext, Classical.choice, Quot.sound]
#print axioms CurvatureFromTriangles.tendsto_curvature_bloch
-- 'CurvatureFromTriangles.tendsto_curvature_bloch' depends on axioms: [propext, Classical.choice, Quot.sound]
```
